# For a parity-symmetric finite system in a parity eigenstate, the delta-kick dipole signal is odd in the kick strength

## States, kicks and expectations

States are vectors $\varphi,\chi,\psi\in\mathbb{C}^n$, with basis labels in a finite type `n`. The Hamiltonian $H$, the dipole component $X$, the parity $P$ and a general observable $A$ are complex $n\times n$ matrices. Units have $\hbar=1$, and the inner product $\langle\psi,\chi\rangle$ is conjugate-linear in its first argument.

```lean
import Mathlib

open Matrix Complex

namespace DeltaKickParity

noncomputable section

variable {n : Type*} [Fintype n] [DecidableEq n]
```

A sudden field pulse with interaction $-k\,\delta(t)X$ multiplies the state by $e^{ikX}$. The kick strength $k$ is real and is the time integral of the electric field component that couples to $X$. Free evolution for a time $t$ follows:
$$\psi_{k,t}[\varphi]=e^{-itH}e^{ikX}\varphi .$$
In `kickEvolve`, `NormedSpace.exp` is the true matrix exponential, with no truncation or time-step splitting, and `*ᵥ` applies a matrix to a vector.

```lean
/-- The state after a sudden kick `exp(ikX)` followed by free evolution `exp(-itH)`. -/
def kickEvolve (H X : Matrix n n ℂ) (k t : ℝ) (φ : n → ℂ) : n → ℂ :=
  NormedSpace.exp ((-((t : ℂ) * I)) • H) *ᵥ (NormedSpace.exp (((k : ℂ) * I) • X) *ᵥ φ)
```

A train of kicks is a list $l$ of pairs $(k,t)$, and the head of the list acts first. Write $T_l\varphi$ for the final state. The empty train leaves $\varphi$ alone, and otherwise
$$T_{(k,t)::l}\,\varphi=T_l\,\psi_{k,t}[\varphi].$$

```lean
/-- The state after a train of kicks; each entry `(k, t)` of the list is a kick of
strength `k` followed by free evolution for a time `t`. -/
def kickTrain (H X : Matrix n n ℂ) : List (ℝ × ℝ) → (n → ℂ) → (n → ℂ)
  | [], φ => φ
  | s :: l, φ => kickTrain H X l (kickEvolve H X s.1 s.2 φ)
```

The measured quantity is $\langle A\rangle_\psi=\langle\psi,A\psi\rangle$. In `expect`, `star ψ` is the complex conjugate vector and `⬝ᵥ` is the plain dot product, so the result is a complex number and is not divided by the norm of $\psi$. In the physical case $H$, $X$ and $A$ are Hermitian: the evolution is then unitary, a unit vector stays normalised, and the expectation is real. The argument below uses only the parity relations, so the theorems do not ask for Hermiticity.

```lean
/-- The expectation `⟨ψ, A ψ⟩` of an observable `A`. -/
def expect (A : Matrix n n ℂ) (ψ : n → ℂ) : ℂ := star ψ ⬝ᵥ (A *ᵥ ψ)
```

## Parity reverses the kick

The symmetry is expressed by a unitary $P$ with
$$PH=HP,\qquad PX=-XP .$$
For a molecule with an inversion centre and fixed nuclei, $P$ is inversion of the electron coordinates about that centre, and $X$ is a dipole component measured from it. The finite basis must respect the inversion too. The condition $P^2=1$ holds for inversion but is not used.

These relations have to be carried over to exponentials. Suppose $PY=ZP$. Since $PP^\dagger=1$, this says $PYP^\dagger=Z$. Every power satisfies $(PYP^\dagger)^r=PY^rP^\dagger$, because the inner factors $P^\dagger P$ cancel, and summing the exponential series gives
$$e^Z=Pe^YP^\dagger,\qquad\text{hence}\qquad Pe^Y=e^ZP .$$
The Lean proof packages $P$ and $P^\dagger$ as an invertible element `U` and takes the conjugation rule for the exponential from `Matrix.exp_units_conj`.

```lean
/-- If a unitary `P` carries `Y` into `Z`, it carries `exp Y` into `exp Z`. -/
theorem parity_exp {P Y Z : Matrix n n ℂ} (hP : P ∈ unitaryGroup n ℂ)
    (h : P * Y = Z * P) : P * NormedSpace.exp Y = NormedSpace.exp Z * P := by
  have h1 : P * star P = 1 := mem_unitaryGroup_iff.1 hP
  have h2 : star P * P = 1 := mem_unitaryGroup_iff'.1 hP
  let U : (Matrix n n ℂ)ˣ := ⟨P, star P, h1, h2⟩
  have hc : NormedSpace.exp (P * Y * star P) = P * NormedSpace.exp Y * star P :=
    Matrix.exp_units_conj U Y
  have hZ : P * Y * star P = Z := by rw [h, Matrix.mul_assoc, h1, Matrix.mul_one]
  rw [hZ] at hc
  rw [hc, Matrix.mul_assoc, h2, Matrix.mul_one]
```

Apply this twice. With $Y=Z=-itH$, parity commutes with free evolution. With $Y=ikX$ and $Z=-ikX$, it reverses the kick. If $P\varphi=p\chi$ for a number $p$, then
$$P\,e^{-itH}e^{ikX}\varphi=e^{-itH}P\,e^{ikX}\varphi=e^{-itH}e^{-ikX}P\varphi=p\,\psi_{-k,t}[\chi].$$
The second vector $\chi$ is there because a kicked state is in general no longer a parity eigenvector, although its parity image is still known. In the proof, `h1` and `h2` are the two exponential relations, and the final rewriting moves $P$ to the right through both factors.

```lean
/-- Let a unitary parity `P` commute with `H` and anticommute with `X`. If it maps `φ` to
`p χ`, it maps the kicked and evolved `φ` to `p` times the oppositely kicked and evolved `χ`. -/
theorem parity_kickEvolve {H X P : Matrix n n ℂ} (hP : P ∈ unitaryGroup n ℂ)
    (hH : P * H = H * P) (hX : P * X = -(X * P)) (k t : ℝ) {φ χ : n → ℂ} {p : ℂ}
    (hφ : P *ᵥ φ = p • χ) :
    P *ᵥ kickEvolve H X k t φ = p • kickEvolve H X (-k) t χ := by
  -- free evolution conserves parity
  have h1 := parity_exp hP (Y := (-((t : ℂ) * I)) • H) (Z := (-((t : ℂ) * I)) • H)
    (by rw [Matrix.mul_smul, Matrix.smul_mul, hH])
  -- parity reverses the kick
  have h2 := parity_exp hP (Y := ((k : ℂ) * I) • X) (Z := (((-k : ℝ) : ℂ) * I) • X)
    (by rw [Matrix.mul_smul, Matrix.smul_mul, hX, smul_neg, ofReal_neg, neg_mul, neg_smul])
  unfold kickEvolve
  rw [Matrix.mulVec_mulVec, h1, ← Matrix.mulVec_mulVec, Matrix.mulVec_mulVec _ P, h2,
    ← Matrix.mulVec_mulVec, hφ, Matrix.mulVec_smul, Matrix.mulVec_smul]
```

For a train, let $\bar l$ be the list $l$ with every $k$ replaced by $-k$, with the order and the times unchanged. The claim is that $P\varphi=p\chi$ implies
$$P\,T_l\varphi=p\,T_{\bar l}\,\chi .$$
For the empty train this is the assumption. For a train $(k,t)::l$, the previous step gives $P\psi_{k,t}[\varphi]=p\,\psi_{-k,t}[\chi]$, which is the same assumption for the new pair of states, and the claim for the shorter train $l$ finishes the argument. Since both states change along the way, the induction is stated for all $\varphi$ and $\chi$ at once, by `generalizing φ χ`.

```lean
/-- Let a unitary parity `P` commute with `H` and anticommute with `X`. If it maps `φ` to
`p χ`, it maps the state reached from `φ` by a train of kicks to `p` times the state reached
from `χ` by the train with all kicks reversed. -/
theorem parity_kickTrain {H X P : Matrix n n ℂ} (hP : P ∈ unitaryGroup n ℂ)
    (hH : P * H = H * P) (hX : P * X = -(X * P)) (l : List (ℝ × ℝ)) {φ χ : n → ℂ} {p : ℂ}
    (hφ : P *ᵥ φ = p • χ) :
    P *ᵥ kickTrain H X l φ = p • kickTrain H X (l.map fun s => (-s.1, s.2)) χ := by
  induction l generalizing φ χ with
  | nil => exact hφ
  | cons s l ih => exact ih (parity_kickEvolve hP hH hX s.1 s.2 hφ)
```

## Expectations under kick reversal

Let the observable satisfy $AP=c\,PA$. Parity-even observables have $c=1$ and parity-odd ones have $c=-1$. Unitarity gives
$$\langle P\psi,AP\psi\rangle=c\,\langle P\psi,PA\psi\rangle=c\,\langle\psi,P^\dagger PA\psi\rangle=c\,\langle\psi,A\psi\rangle .$$

```lean
/-- If `A P = c P A` for a unitary `P`, then the expectation of `A` in the state `P ψ` is
`c` times its expectation in `ψ`. -/
theorem expect_parity {A P : Matrix n n ℂ} {c : ℂ} (hP : P ∈ unitaryGroup n ℂ)
    (hA : A * P = c • (P * A)) (ψ : n → ℂ) : expect A (P *ᵥ ψ) = c * expect A ψ := by
  have h : Pᴴ * P = 1 := mem_unitaryGroup_iff'.1 hP
  unfold expect
  rw [Matrix.mulVec_mulVec, hA, Matrix.smul_mulVec, dotProduct_smul, Matrix.star_mulVec,
    ← Matrix.dotProduct_mulVec, Matrix.mulVec_mulVec, ← Matrix.mul_assoc, h,
    Matrix.one_mul, smul_eq_mul]
```

A scalar factor in the state enters once conjugated and once unconjugated:
$$\langle p\psi,A\,p\psi\rangle=p^*p\,\langle\psi,A\psi\rangle .$$

```lean
omit [DecidableEq n] in
/-- Scaling a state by `p` multiplies every expectation by `|p|²`, written `p* p`. -/
theorem expect_smul (A : Matrix n n ℂ) (p : ℂ) (ψ : n → ℂ) :
    expect A (p • ψ) = star p * p * expect A ψ := by
  unfold expect
  rw [star_smul, Matrix.mulVec_smul, smul_dotProduct, dotProduct_smul, smul_eq_mul,
    smul_eq_mul, mul_assoc]
```

Now let the initial state be a unit vector with $P\varphi=p\varphi$. It need not be an energy eigenvector. The eigenvalue is a phase: taking $A=1$ and $c=1$ in the two preceding identities gives
$$p^*p=\langle P\varphi,P\varphi\rangle=\langle\varphi,\varphi\rangle=1 .$$
With $\chi=\varphi$, the result for trains reads $P\,T_l\varphi=p\,T_{\bar l}\varphi$, and therefore
$$c\,\langle A\rangle_{T_l\varphi}=\langle A\rangle_{P\,T_l\varphi}=p^*p\,\langle A\rangle_{T_{\bar l}\varphi}=\langle A\rangle_{T_{\bar l}\varphi}.$$
Reversing all kicks multiplies the final expectation by $c$. In the code, `hp` is the phase property, and the last `h` starts as the first equality of this chain and is rewritten into the result.

```lean
/-- Let a unitary parity `P` commute with `H` and anticommute with `X`, and let the unit
vector `φ` be an eigenvector of `P`. For an observable with `A P = c P A`, reversing all
kicks of a train multiplies the final expectation of `A` by `c`. -/
theorem expect_kick_reversal {H X P A : Matrix n n ℂ} {c p : ℂ} {φ : n → ℂ}
    (hP : P ∈ unitaryGroup n ℂ) (hH : P * H = H * P) (hX : P * X = -(X * P))
    (hA : A * P = c • (P * A)) (hφ : P *ᵥ φ = p • φ) (hunit : star φ ⬝ᵥ φ = 1)
    (l : List (ℝ × ℝ)) :
    expect A (kickTrain H X (l.map fun s => (-s.1, s.2)) φ)
      = c * expect A (kickTrain H X l φ) := by
  -- the parity eigenvalue is a phase, since `P` preserves the norm of `φ`
  have hone : expect 1 φ = 1 := by
    unfold expect
    rw [Matrix.one_mulVec, hunit]
  have hp : star p * p = 1 := by
    have h := expect_parity (A := 1) (c := 1) hP
      (by rw [Matrix.one_mul, Matrix.mul_one, one_smul]) φ
    rw [hφ, expect_smul, hone, mul_one, mul_one] at h
    exact h
  -- compare the two trains through the parity operation
  have h := expect_parity hP hA (kickTrain H X l φ)
  rw [parity_kickTrain hP hH hX l hφ, expect_smul, hp, one_mul] at h
  exact h
```

## The dipole signal after one kick

Take $A=X$. The relation $PX=-XP$ is the same as $XP=-PX$, so $c=-1$. For the train with the single entry $(k,t)$, the signal
$$f(k)=\langle\psi_{k,t}[\varphi],X\,\psi_{k,t}[\varphi]\rangle$$
satisfies $f(-k)=-f(k)$ at every fixed time $t$.

```lean
/-- Let a unitary parity `P` commute with `H` and anticommute with the dipole `X`. Starting
from a unit eigenvector of `P`, the dipole signal after a delta kick is an odd function of
the kick strength at every time. -/
theorem dipole_odd {H X P : Matrix n n ℂ} {p : ℂ} {φ : n → ℂ}
    (hP : P ∈ unitaryGroup n ℂ) (hH : P * H = H * P) (hX : P * X = -(X * P))
    (hφ : P *ᵥ φ = p • φ) (hunit : star φ ⬝ᵥ φ = 1) (k t : ℝ) :
    expect X (kickEvolve H X (-k) t φ) = -expect X (kickEvolve H X k t φ) := by
  have hA : X * P = (-1 : ℂ) • (P * X) := by rw [hX, neg_smul, one_smul, neg_neg]
  have h : expect X (kickEvolve H X (-k) t φ) = (-1) * expect X (kickEvolve H X k t φ) :=
    expect_kick_reversal hP hH hX hA hφ hunit [(k, t)]
  rw [h, neg_one_mul]
```

## Even orders of the response

The response of order $r$ is read from the $r$-th derivative of $f$ at $k=0$. Lean assigns the value zero to a derivative that does not exist, so a statement that derivatives vanish has content only if the signal is known to be smooth.

It is smooth for any observable. The matrix $ikX$ is linear in $k$, the exponential is analytic, and each matrix entry is a linear function of the matrix. The components of $\psi_{k,t}[\varphi]$ are finite sums of such entries with constant coefficients. The expectation is a finite sum of products of these components and their conjugates, and conjugation is linear over the reals. The steps `hlin`, `hexp`, `hentry` and `hψ` follow this order. The conclusion `ContDiff ℝ m` says that the signal is $m$ times continuously differentiable in the real variable $k$, for every natural number $m$.

```lean
/-- The expectation of any observable after a delta kick is differentiable to every finite
order in the kick strength. -/
theorem contDiff_expect (H X A : Matrix n n ℂ) (φ : n → ℂ) (t : ℝ) (m : ℕ) :
    ContDiff ℝ m (fun k : ℝ => expect A (kickEvolve H X k t φ)) := by
  let : NormedRing (Matrix n n ℂ) := Matrix.linftyOpNormedRing
  let : NormedAlgebra ℝ (Matrix n n ℂ) := Matrix.linftyOpNormedAlgebra
  -- the kick operator is smooth in `k`, hence so is each of its entries
  have hlin : ContDiff ℝ m (fun k : ℝ => ((k : ℂ) * I) • X) := by
    have h : (fun k : ℝ => ((k : ℂ) * I) • X) = fun k : ℝ => k • (I • X) := by
      funext k
      ext i j
      simp [mul_assoc]
    rw [h]
    exact contDiff_id.smul contDiff_const
  have hexp : ContDiff ℝ m (fun k : ℝ => NormedSpace.exp (((k : ℂ) * I) • X)) :=
    contDiff_iff_contDiffAt.2 fun k =>
      ((NormedSpace.exp_analytic (𝕂 := ℝ) (((k : ℂ) * I) • X)).contDiffAt).comp k
        hlin.contDiffAt
  have hentry (i j : n) :
      ContDiff ℝ m (fun k : ℝ => NormedSpace.exp (((k : ℂ) * I) • X) i j) :=
    (LinearMap.toContinuousLinearMap (Matrix.entryLinearMap ℝ ℂ i j)).contDiff.comp hexp
  have hψ (i : n) : ContDiff ℝ m (fun k : ℝ => kickEvolve H X k t φ i) := by
    simp only [kickEvolve, Matrix.mulVec, dotProduct]
    exact ContDiff.sum fun a _ => contDiff_const.mul
      (ContDiff.sum fun b _ => (hentry a b).mul contDiff_const)
  -- the expectation is a finite sum of products of components
  simp only [expect, Matrix.mulVec, dotProduct, Pi.star_apply]
  exact ContDiff.sum fun i _ => (Complex.conjCLE.contDiff.comp (hψ i)).mul
    (ContDiff.sum fun j _ => contDiff_const.mul (hψ j))
```

Differentiating $f(-k)=-f(k)$ a total of $2m$ times gives
$$(-1)^{2m}f^{(2m)}(-k)=-f^{(2m)}(k).$$
At $k=0$ this becomes $f^{(2m)}(0)=-f^{(2m)}(0)$, so $f^{(2m)}(0)=0$. The case $m=0$ says that there is no dipole signal without a kick. In Lean, `iteratedDeriv_comp_neg` supplies the left side and `iteratedDeriv_neg` the right side, and `linear_combination` solves the resulting equation.

For absorption spectra from real-time propagation, this means that in a finite parity-symmetric model with a fixed Hamiltonian, started in a parity eigenstate, the signal departs from linearity in $k$ at third order at the earliest. The matrix $H$ may describe interacting electrons in a finite basis. The theorems do not cover a Hamiltonian that depends on the evolving state, such as the effective one of time-dependent density functional theory. The kick is idealised as instantaneous, and the first derivative at $k=0$ is not computed here. When $\varphi$ is the ground state, this derivative as a function of $t$ determines the linear absorption spectrum for light polarised along the chosen dipole direction.

```lean
/-- Let a unitary parity `P` commute with `H` and anticommute with the dipole `X`. Starting
from a unit eigenvector of `P`, all derivatives of even order of the dipole signal with
respect to the kick strength vanish at zero kick. -/
theorem even_response_zero {H X P : Matrix n n ℂ} {p : ℂ} {φ : n → ℂ}
    (hP : P ∈ unitaryGroup n ℂ) (hH : P * H = H * P) (hX : P * X = -(X * P))
    (hφ : P *ᵥ φ = p • φ) (hunit : star φ ⬝ᵥ φ = 1) (t : ℝ) (m : ℕ) :
    iteratedDeriv (2 * m) (fun k : ℝ => expect X (kickEvolve H X k t φ)) 0 = 0 := by
  set f : ℝ → ℂ := fun k => expect X (kickEvolve H X k t φ) with hf
  have hodd : (fun k : ℝ => f (-k)) = -f := by
    funext k
    exact dipole_odd hP hH hX hφ hunit k t
  have h1 := iteratedDeriv_comp_neg (2 * m) f 0
  have h2 : iteratedDeriv (2 * m) (-f) 0 = -iteratedDeriv (2 * m) f 0 :=
    iteratedDeriv_neg (2 * m) f 0
  rw [hodd, h2, neg_zero, pow_mul, neg_one_sq, one_pow, one_smul] at h1
  linear_combination (-1 / 2 : ℂ) * h1
```

## A two-level system with these symmetries

Let the levels have energies $a$ and $b$ and opposite parity, with a dipole that couples them:
$$P=\begin{pmatrix}1&0\\0&-1\end{pmatrix},\quad H=\begin{pmatrix}a&0\\0&b\end{pmatrix},\quad X=\begin{pmatrix}0&1\\1&0\end{pmatrix},\quad \varphi=\begin{pmatrix}1\\0\end{pmatrix}.$$
The diagonal matrices $P$ and $H$ commute, and $P$ is unitary. Multiplication gives
$$PX=\begin{pmatrix}0&1\\-1&0\end{pmatrix}=-XP .$$
Finally $P\varphi=\varphi$, so $p=1$, and $\varphi$ has unit norm. All assumptions of the oddness theorem are therefore met by a system with a nonzero dipole matrix. The Lean proof compares the matrices and vectors entry by entry.

```lean
/-- A two-level system with energies `a`, `b`, parity `diag(1, -1)` and a dipole that couples
the two levels meets the parity relations, with the first level as normalised initial state. -/
theorem twoLevel_witness (a b : ℝ) :
    let P : Matrix (Fin 2) (Fin 2) ℂ := !![1, 0; 0, -1]
    let H : Matrix (Fin 2) (Fin 2) ℂ := !![(a : ℂ), 0; 0, (b : ℂ)]
    let X : Matrix (Fin 2) (Fin 2) ℂ := !![0, 1; 1, 0]
    let φ : Fin 2 → ℂ := ![1, 0]
    P ∈ unitaryGroup (Fin 2) ℂ ∧ P * H = H * P ∧ P * X = -(X * P) ∧
      P *ᵥ φ = (1 : ℂ) • φ ∧ star φ ⬝ᵥ φ = 1 := by
  intro P H X φ
  refine ⟨?_, ?_, ?_, ?_, ?_⟩
  · rw [mem_unitaryGroup_iff]
    ext i j
    fin_cases i <;> fin_cases j <;>
      simp [P, Matrix.mul_apply, Fin.sum_univ_succ, Matrix.star_apply]
  · ext i j
    fin_cases i <;> fin_cases j <;> simp [P, H, Matrix.mul_apply, Fin.sum_univ_succ]
  · ext i j
    fin_cases i <;> fin_cases j <;> simp [P, X, Matrix.mul_apply, Fin.sum_univ_succ]
  · ext i
    fin_cases i <;> simp [P, φ, Matrix.mulVec, dotProduct, Fin.sum_univ_succ]
  · simp [φ, dotProduct, Fin.sum_univ_succ]

end

end DeltaKickParity
```

```lean
#print axioms DeltaKickParity.dipole_odd
-- 'DeltaKickParity.dipole_odd' depends on axioms: [propext, Classical.choice, Quot.sound]
#print axioms DeltaKickParity.contDiff_expect
-- 'DeltaKickParity.contDiff_expect' depends on axioms: [propext, Classical.choice, Quot.sound]
#print axioms DeltaKickParity.even_response_zero
-- 'DeltaKickParity.even_response_zero' depends on axioms: [propext, Classical.choice, Quot.sound]
```
